# Degenerate frontier levels make the aufbau projector discontinuous

Let $H$ be a real symmetric $n\times n$ matrix with levels $e_0\le e_1\le\dots\le e_{n-1}$, let $1\le N<n$, and suppose that $e_{N-1}=e_N$. Then within every Frobenius distance $d>0$ of $H$ there are two symmetric matrices, each with a positive gap above its $N$ lowest levels, whose projectors on the $N$ lowest orbitals are exactly $\sqrt2$ apart. The map from gapped Hamiltonians to these projectors therefore has no limit at $H$, and no value chosen there makes it continuous.

This map is the diagonalise-and-fill step of a self-consistent field (SCF) iteration, taken here with integer occupations in a finite, real, orthonormal basis.

In Lean 4 with Mathlib:

```lean
import Mathlib

open Matrix Filter Topology

namespace AufbauDiscontinuity

noncomputable section
```

## Orbitals, occupations and the gap

Levels and orbitals are counted from zero, as in the code, so the highest occupied level is $e_{N-1}$ and the lowest virtual one is $e_N$.

```lean
/-- Real `n` by `n` matrices. -/
abbrev Mat (n : ℕ) := Matrix (Fin n) (Fin n) ℝ
```

Let the columns $u_k$ of $U$ be the orbitals. Giving weight $f_k$ to orbital $k$ produces the matrix

$$S(U,f)=U\,\mathrm{diag}(f)\,U^T=\sum_k f_k\,u_ku_k^T .$$

With $f=e$ this is a Hamiltonian, and with occupations as weights it is a density matrix.

```lean
variable {n N : ℕ} {H U : Mat n} {e : Fin n → ℝ}

/-- The matrix `U diag(f) Uᵀ`, which gives weight `f k` to the orbital in column `k` of `U`. -/
def spectral (U : Mat n) (f : Fin n → ℝ) : Mat n := U * diagonal f * Uᵀ
```

The aufbau occupations are $o_k=1$ for $k<N$ and $o_k=0$ otherwise. Each orbital holds one electron, so $S(U,o)$ is a projector when the columns are orthonormal.

```lean
/-- Aufbau occupations: one for the first `N` orbitals, zero for the others. -/
def occ (N : ℕ) (i : Fin n) : ℝ := if i.val < N then 1 else 0
```

Distances are measured by $\|M\|=\bigl(\sum_{ij}M_{ij}^2\bigr)^{1/2}$.

```lean
/-- The Frobenius norm of a real matrix. -/
def frob (M : Mat n) : ℝ := √(∑ i, ∑ j, M i j ^ 2)
```

An ordered eigenframe of $H$ consists of an orthogonal $U$ and ascending levels $e$ with $H=S(U,e)$. Every real symmetric matrix has one by the spectral theorem, and a matrix that has one is symmetric. The theorems take the eigenframe as a hypothesis, which is how the symmetry of $H$ enters.

```lean
/-- The columns of `U` are orthonormal eigenvectors of `H`, with levels `e` in ascending order. -/
structure IsEigenframe (H U : Mat n) (e : Fin n → ℝ) : Prop where
  orth : Uᵀ * U = 1
  mono : Monotone e
  decomp : H = spectral U e
```

`IsAufbau N A P` says that some ordered eigenframe of $A$ has every level with index below $N$ strictly under every level with index $N$ or higher, and that $P$ is the projector on its first $N$ columns.

```lean
/-- `P` projects on the `N` lowest orbitals of `A`, and these lie strictly below all others. -/
def IsAufbau (N : ℕ) (A P : Mat n) : Prop :=
  ∃ U e, IsEigenframe A U e ∧ (∀ i j : Fin n, i.val < N → N ≤ j.val → e i < e j) ∧
    P = spectral U (occ N)
```

With a strict gap, those columns span the sum of all eigenspaces of $A$ below the gap, so $P$ depends on $A$ alone. This uniqueness justifies speaking of "the" aufbau projector; it is argued here in prose and is not a lemma of the file.

## The norm sees only the weights

Written out in entries,

$$S(U,f)_{xy}=\sum_k U_{xk}f_kU_{yk}.$$

```lean
/-- The entries of `U diag(f) Uᵀ` are weighted sums of orbital products. -/
theorem spectral_apply (U : Mat n) (f : Fin n → ℝ) (x y : Fin n) :
    spectral U f x y = ∑ k, U x k * f k * U y k := by
  rw [spectral, Matrix.mul_apply]
  simp only [Matrix.mul_diagonal, Matrix.transpose_apply]
```

For orthonormal orbitals, $U^TU=1$ and the cyclic property of the trace give

$$\|S(U,f)\|^2=\mathrm{tr}\bigl(U\,\mathrm{diag}(f)^2\,U^T\bigr)=\sum_k f_k^2 .$$

In the proof, `h` turns the sum of squares into a trace, `h2` cancels the inner $U^TU$, and `Matrix.trace_mul_comm` brings the outer factors together.

```lean
/-- For orthonormal orbitals the Frobenius norm is the Euclidean norm of the weights. -/
theorem frob_spectral (hU : Uᵀ * U = 1) (f : Fin n → ℝ) :
    frob (spectral U f) = √(∑ k, f k ^ 2) := by
  have h (M : Mat n) : ∑ i, ∑ j, M i j ^ 2 = trace (M * Mᵀ) := by
    simp [Matrix.trace, Matrix.mul_apply, sq]
  have h2 : spectral U f * (spectral U f)ᵀ = U * (diagonal f * diagonal f * Uᵀ) := by
    simp only [spectral, transpose_mul, transpose_transpose, diagonal_transpose, Matrix.mul_assoc]
    rw [← Matrix.mul_assoc Uᵀ U, hU, Matrix.one_mul]
  rw [frob, h, h2, Matrix.trace_mul_comm, Matrix.mul_assoc _ Uᵀ U, hU, Matrix.mul_one,
    diagonal_mul_diagonal, trace_diagonal]
  simp only [sq]
```

## A small shift opens the gap

Let $P=S(U,o)$ for an ordered eigenframe of $H$, and let $t>0$. Then

$$H-tP=S(U,\,e-t\,o),$$

so the orbitals stay the same and the first $N$ levels drop by $t$. The order survives because $o$ never increases with the index. For $i<N\le j$,

$$e_i-t<e_i\le e_j ,$$

so the gap is strict and $P$ is the aufbau projector of $H-tP$. The three bulleted blocks of the proof check the order, the decomposition and the gap.

```lean
/-- Lowering the first `N` orbitals of an ordered eigenframe by `t > 0` opens a gap above them,
and their projector becomes the aufbau projector. -/
theorem gap_opening (hH : IsEigenframe H U e) {t : ℝ} (ht : 0 < t) :
    IsAufbau N (H - t • spectral U (occ N)) (spectral U (occ N)) := by
  refine ⟨U, fun i => e i - t * occ N i, ⟨hH.orth, ?_, ?_⟩, ?_, rfl⟩
  · intro i j hij
    have ho : occ N j ≤ occ N i := by
      by_cases hj : j.val < N
      · have hi : i.val < N := lt_of_le_of_lt (Fin.le_def.1 hij) hj
        simp [occ, hi, hj]
      · simp only [occ, hj, if_false]; split_ifs <;> norm_num
    show e i - t * occ N i ≤ e j - t * occ N j
    linarith [hH.mono hij, mul_le_mul_of_nonneg_left ho ht.le]
  · rw [hH.decomp]
    ext x y
    simp only [Matrix.sub_apply, Matrix.smul_apply, smul_eq_mul, spectral_apply,
      Finset.mul_sum, ← Finset.sum_sub_distrib]
    exact Finset.sum_congr rfl fun k _ => by ring
  · intro i j hi hj
    have ho : occ N i = 1 := if_pos hi
    have hv : occ N j = 0 := if_neg (not_lt.2 hj)
    show e i - t * occ N i < e j - t * occ N j
    rw [ho, hv]
    linarith [hH.mono (Fin.le_def.2 (hi.le.trans hj))]
```

The shift costs little. The difference $(H-tP)-H$ has weights $-t\,o_k$, hence

$$\|(H-tP)-H\|^2=\sum_k t^2o_k^2\le n\,t^2 .$$

The bound $t\sqrt n$ is enough, although for $N\le n$ the distance is $t\sqrt N$.

```lean
/-- Lowering the first `N` of `n` orthonormal orbitals by `t ≥ 0` moves the Hamiltonian by at
most `t √n`. -/
theorem gap_cost (hU : Uᵀ * U = 1) {t : ℝ} (ht : 0 ≤ t) :
    frob (H - t • spectral U (occ N) - H) ≤ t * √n := by
  have h : H - t • spectral U (occ N) - H = spectral U (fun k => -(t * occ N k)) := by
    rw [sub_sub_cancel_left]
    ext x y
    simp only [Matrix.neg_apply, Matrix.smul_apply, smul_eq_mul, spectral_apply,
      Finset.mul_sum, ← Finset.sum_neg_distrib]
    exact Finset.sum_congr rfl fun k _ => by ring
  rw [h, frob_spectral hU, Real.sqrt_le_iff]
  refine ⟨by positivity, ?_⟩
  calc ∑ k : Fin n, (-(t * occ N k)) ^ 2 ≤ ∑ _k : Fin n, t ^ 2 := by
        refine Finset.sum_le_sum fun k _ => ?_
        simp only [occ]
        split_ifs <;> nlinarith [sq_nonneg t]
    _ = (t * √n) ^ 2 := by
        rw [mul_pow, Real.sq_sqrt (Nat.cast_nonneg n)]
        simp [mul_comm]
```

## Exchanging two degenerate orbitals

Take $a<N\le b$ with $e_a=e_b$, and let $\sigma$ swap $a$ and $b$. Let $V$ be $U$ with these two columns exchanged, in the code `U.submatrix id (Equiv.swap a b)`. Reindexing the sum over orbitals gives

$$S(V,f)=S(U,f\circ\sigma).$$

The columns of $V$ are still orthonormal. Since $e\circ\sigma=e$, we have $S(V,e)=H$, so $V$ is another ordered eigenframe with the same levels. Its projector $Q=S(V,o)$ satisfies

$$P-Q=S(U,\,o-o\circ\sigma)=u_au_a^T-u_bu_b^T .$$

The weights are $1$ at $a$, $-1$ at $b$ and $0$ elsewhere, so $\|P-Q\|=\sqrt{1+1}=\sqrt2$. The reindexing is `hperm`, the equality $e\circ\sigma=e$ is `he`, and `hk` finds the squared weights by cases.

```lean
/-- Exchanging an occupied and a virtual orbital of equal energy gives another ordered eigenframe
of `H`, whose projector on the first `N` orbitals lies at distance `√2` from the old one. -/
theorem exchange (hH : IsEigenframe H U e) {a b : Fin n} (ha : a.val < N) (hb : N ≤ b.val)
    (hab : e a = e b) :
    IsEigenframe H (U.submatrix id (Equiv.swap a b)) e ∧
      frob (spectral U (occ N) - spectral (U.submatrix id (Equiv.swap a b)) (occ N)) = √2 := by
  have hperm (f : Fin n → ℝ) : spectral (U.submatrix id (Equiv.swap a b)) f =
      spectral U (fun k => f (Equiv.swap a b k)) := by
    ext x y
    rw [spectral_apply, spectral_apply,
      ← Equiv.sum_comp (Equiv.swap a b) (fun k => U x k * f (Equiv.swap a b k) * U y k)]
    simp
  constructor
  · refine ⟨?_, hH.mono, ?_⟩
    · ext i j
      have h := congrArg (fun M => M (Equiv.swap a b i) (Equiv.swap a b j)) hH.orth
      simpa [Matrix.mul_apply, Matrix.one_apply] using h
    · have he : (fun k => e (Equiv.swap a b k)) = e := by
        funext k
        by_cases hka : k = a
        · rw [hka, Equiv.swap_apply_left, hab]
        by_cases hkb : k = b
        · rw [hkb, Equiv.swap_apply_right, hab]
        rw [Equiv.swap_apply_of_ne_of_ne hka hkb]
      rw [hperm, he]
      exact hH.decomp
  · have hd : spectral U (occ N) - spectral (U.submatrix id (Equiv.swap a b)) (occ N) =
        spectral U (fun k => occ N k - occ N (Equiv.swap a b k)) := by
      rw [hperm]
      ext x y
      simp only [Matrix.sub_apply, spectral_apply, ← Finset.sum_sub_distrib]
      exact Finset.sum_congr rfl fun k _ => by ring
    have hoa : occ N a = 1 := if_pos ha
    have hob : occ N b = 0 := if_neg (not_lt.2 hb)
    have hne : a ≠ b := fun h => by rw [h] at ha; omega
    -- only the two exchanged orbitals contribute
    have hk (k : Fin n) : (occ N k - occ N (Equiv.swap a b k)) ^ 2 =
        (if k = a then (1 : ℝ) else 0) + (if k = b then 1 else 0) := by
      by_cases hka : k = a
      · rw [hka, Equiv.swap_apply_left, hoa, hob, if_pos rfl, if_neg hne]; norm_num
      by_cases hkb : k = b
      · rw [hkb, Equiv.swap_apply_right, hoa, hob, if_neg hne.symm, if_pos rfl]; norm_num
      rw [Equiv.swap_apply_of_ne_of_ne hka hkb, if_neg hka, if_neg hkb]; norm_num
    rw [hd, frob_spectral hH.orth, Finset.sum_congr rfl fun k _ => hk k, Finset.sum_add_distrib]
    simp only [Finset.sum_ite_eq', Finset.mem_univ, if_true]
    norm_num
```

## Two gapped neighbours, √2 apart in their projectors

Now let $a=N-1$ and $b=N$. Given $d>0$, choose

$$t=\frac{d}{\sqrt n+1},\qquad A=H-tP,\qquad B=H-tQ .$$

Both matrices are gapped, with aufbau projectors $P$ and $Q$, and both lie within $t\sqrt n<d$ of $H$.

For a numerical instance, take $n=3$, $N=2$, $H=\mathrm{diag}(-1,0,0)$ and $U=1$. Then $P=\mathrm{diag}(1,1,0)$ and $Q=\mathrm{diag}(1,0,1)$. With $t=0.01$,

$$A=\mathrm{diag}(-1.01,\,-0.01,\,0),\qquad B=\mathrm{diag}(-1.01,\,0,\,-0.01).$$

Each is $0.01\sqrt2\approx0.014$ from $H$, and they are equally far from each other. Their projectors differ by $\mathrm{diag}(0,1,-1)$, of norm $\sqrt2\approx1.414$. Dividing $t$ by ten divides the first distances by ten and leaves the last one unchanged.

In the theorem, `ha` and `hb` place `a` and `b` at the two frontier levels, which also forces $1\le N<n$, and `hab` is the degeneracy. The proof applies the shift and its cost estimate once to each eigenframe.

```lean
/-- If the levels of `H` with indices `a = N - 1` and `b = N` are equal, then within every distance
`d > 0` of `H` there are two gapped Hamiltonians with aufbau projectors `√2` apart. -/
theorem aufbau_jump (hH : IsEigenframe H U e) {a b : Fin n} (ha : a.val + 1 = N)
    (hb : b.val = N) (hab : e a = e b) {d : ℝ} (hd : 0 < d) :
    ∃ A B P Q : Mat n, IsAufbau N A P ∧ IsAufbau N B Q ∧
      frob (A - H) < d ∧ frob (B - H) < d ∧ frob (P - Q) = √2 := by
  obtain ⟨hV, hdist⟩ := exchange (N := N) hH (by omega) hb.ge hab
  have ht : 0 < d / (√n + 1) := by positivity
  have hlt : d / (√n + 1) * √n < d := by
    rw [div_mul_eq_mul_div, div_lt_iff₀ (by positivity)]
    linarith
  exact ⟨_, _, _, _, gap_opening hH ht, gap_opening hV ht,
    (gap_cost hH.orth ht.le).trans_lt hlt, (gap_cost hV.orth ht.le).trans_lt hlt, hdist⟩
```

## No limit, even along gapped Hamiltonians

Let $F$ be any map on matrices that returns the aufbau projector of every gapped Hamiltonian. Its values elsewhere, including at $H$, are arbitrary. Suppose that $F(A)\to L$ as $A\to H$ through gapped matrices. Along the path $H-tP$ with $t\downarrow0$,

$$F(H-tP)=P\quad\text{for all }t>0,$$

so $L=P$. The same argument with $V$ gives $L=Q$. Then $P=Q$, which contradicts $\|P-Q\|=\sqrt2$.

The hypothesis `hF` expresses the aufbau rule, and the filter `𝓝[{A | ∃ P, IsAufbau N A P}] H` expresses the approach through gapped matrices. In the proof, `key` is the path argument for an arbitrary ordered eigenframe, with `tendsto_nhds_unique` identifying the limit. It is applied to $U$ and to $V$.

```lean
/-- Let the levels of `H` with indices `a = N - 1` and `b = N`, counted from zero, be equal. A map
`F` that sends every gapped Hamiltonian to its aufbau projector has no limit at `H`, even along
gapped Hamiltonians only. -/
theorem aufbau_no_limit (hH : IsEigenframe H U e) {a b : Fin n} (ha : a.val + 1 = N)
    (hb : b.val = N) (hab : e a = e b) (F : Mat n → Mat n)
    (hF : ∀ A P, IsAufbau N A P → F A = P) :
    ¬ ∃ L, Tendsto F (𝓝[{A | ∃ P, IsAufbau N A P}] H) (𝓝 L) := by
  rintro ⟨L, hL⟩
  -- approaching along `H - t P` forces the limit to be `P`, for every ordered eigenframe
  have key (V : Mat n) (hV : IsEigenframe H V e) : L = spectral V (occ N) := by
    have hc : Continuous (fun t : ℝ => H - t • spectral V (occ N)) :=
      continuous_const.sub (continuous_id.smul continuous_const)
    have h0 := hc.tendsto 0
    simp only [zero_smul, sub_zero] at h0
    have h1 : Tendsto (fun t : ℝ => H - t • spectral V (occ N)) (𝓝[>] 0)
        (𝓝[{A | ∃ P, IsAufbau N A P}] H) := by
      refine tendsto_nhdsWithin_iff.2 ⟨h0.mono_left nhdsWithin_le_nhds, ?_⟩
      filter_upwards [self_mem_nhdsWithin] with t ht
      exact ⟨_, gap_opening hV ht⟩
    refine tendsto_nhds_unique ((hL.comp h1).congr' ?_) tendsto_const_nhds
    filter_upwards [self_mem_nhdsWithin] with t ht
    exact hF _ _ (gap_opening hV ht)
  obtain ⟨hV, hdist⟩ := exchange (N := N) hH (by omega) hb.ge hab
  rw [← key _ hH, ← key _ hV, sub_self] at hdist
  have h2 : (0 : ℝ) < √2 := by positivity
  simp [frob] at hdist
  exact h2.ne hdist

end

end AufbauDiscontinuity
```

```lean
#print axioms AufbauDiscontinuity.aufbau_jump
#print axioms AufbauDiscontinuity.aufbau_no_limit
```

```
'AufbauDiscontinuity.aufbau_jump' depends on axioms: [propext, Classical.choice, Quot.sound]
'AufbauDiscontinuity.aufbau_no_limit' depends on axioms: [propext, Classical.choice, Quot.sound]
```

## The jump inside an SCF iteration

In its simplest form, an SCF iteration builds a Fock matrix from the current density, diagonalises it, sorts the orbitals by energy and forms $P=C_{\mathrm{occ}}C_{\mathrm{occ}}^T$ from the first $N$ columns. If the frontier levels are degenerate, the small differences between Fock matrices of successive iterations can decide which orbital enters $C_{\mathrm{occ}}$. In the example above, a change of $0.014$ in the Fock matrix moves one whole electron from one orbital to another. The linear response of $P$ shows the same trouble as the gap closes: it contains the denominators $e_i-e_j$ with $i<N\le j$, and the frontier one tends to zero.

The theorems concern the step from Hamiltonian to projector. The complete SCF map first sends a density $D$ to a Fock matrix, and it would inherit the discontinuity at a density $D_0$ with Fock matrix $H$ if densities tending to $D_0$ produced both families $H-tP$ and $H-tQ$ with $t\downarrow0$. Some condition on the Fock map is needed: for non-interacting electrons the Fock matrix does not depend on $D$, and the SCF map is constant once a projector has been chosen for that matrix.
